# Mixing entropy lowers a two-state fractional-charge energy by at most $T\log 2$

A fractional charge is represented here by a statistical mixture of exactly two states. One has energy $E_0$ and the other, which carries one more unit of charge, has energy $E_1$. Their weights are $1-w$ and $w$, so the number $w\in[0,1]$ is both the fractional charge and the probability of the second state. Nothing is left to minimise: once $w$ is given, the mixture is fixed.

This choice has physical content. Each charge state counts as a single level, with no degeneracy and no internal thermal excitations, and $E_0$ and $E_1$ don't depend on temperature. The temperature $T$ is measured in energy units, so it stands for $k_{\mathrm B}T$. If the charge is counted in electrons, $E_0$ belongs to $N$ electrons and $E_1$ to $N+1$, but the argument never uses the sign of the charge or the value of $N$.

The file works over the real numbers with Mathlib.

```lean
import Mathlib

open Set Filter Topology

namespace FractionalChargeFreeEnergy

noncomputable section
```

## The straight line and the free energy

The mean energy of the mixture is

$$L(w)=(1-w)E_0+wE_1 .$$

As a function of $w$ this is the chord joining the two energies. It is the zero-temperature reference that piecewise linearity prescribes between two neighbouring integers.

```lean
/-- The straight line in the fractional charge `w` joining the energies `E0` and `E1`
of two adjacent charge states. -/
def chord (E0 E1 w : ℝ) : ℝ := (1 - w) * E0 + w * E1
```

The straight line is therefore a definition. That the exact ground-state energy of an interacting system follows it is a separate statement, which needs an argument about the energies of all charge states, and it is not proved here. The development concerns one segment between two integers and asks what temperature does to it.

The entropy of the mixture, in units of $k_{\mathrm B}$, is $-w\log w-(1-w)\log(1-w)$. Subtracting $T$ times this entropy from the mean energy gives the free energy

$$F_T(w)=L(w)+T\bigl(w\log w+(1-w)\log(1-w)\bigr).$$

```lean
/-- The free energy of a two-state ensemble with weights `1 - w` and `w`, for `w` in `[0, 1]`,
at temperature `T` in energy units. -/
def freeEnergy (T E0 E1 w : ℝ) : ℝ :=
  chord E0 E1 w + T * (w * Real.log w + (1 - w) * Real.log (1 - w))
```

The definition `freeEnergy` accepts any real `w`, and the theorems restrict it to the physical interval where that matters. At the endpoints Lean's convention $\log 0=0$ gives $0\log 0=0$, which is also the limiting value used in physics, so the free energy meets the chord at both integer charges.

A different model would admit all charge states and minimise the free energy over their weights at a fixed mean charge. The two-state mixture would then be one trial ensemble among many, so the minimum could only be lower, and the bound $T\log 2$ would no longer hold in general. Even at an integer charge, provided there are charge states on both sides of it, the free energy would lie below the energy of that charge state when $T>0$, because a small admixture of the two neighbouring charges gains more entropy than it costs in energy.

For later use, the slope of the free energy with respect to charge is given a name:

$$s_T(w)=E_1-E_0+T\bigl(\log w-\log(1-w)\bigr),\qquad 0<w<1 .$$

```lean
/-- The slope formula for the free energy at fractional charge `w`, for `0 < w < 1`. -/
def chargeSlope (T E0 E1 w : ℝ) : ℝ :=
  E1 - E0 + T * (Real.log w - Real.log (1 - w))
```

At this point `chargeSlope` is only a formula. That it is the derivative is shown further on.

## The gap is temperature times entropy

Write

$$h(w)=w\log\frac1w+(1-w)\log\frac1{1-w}$$

for the binary entropy. Since $\log(1/x)=-\log x$, the chord cancels in the difference:

$$L(w)-F_T(w)=-T\bigl(w\log w+(1-w)\log(1-w)\bigr)=T\,h(w).$$

The energies have disappeared. The distance from the straight line depends on temperature and charge alone.

```lean
/-- The gap between the chord and the free energy is the temperature times the
binary entropy of the weights. -/
theorem chord_sub_freeEnergy (T E0 E1 w : ℝ) :
    chord E0 E1 w - freeEnergy T E0 E1 w = T * Real.binEntropy w := by
  simp only [freeEnergy, Real.binEntropy, Real.log_inv]
  ring
```

Mathlib's `Real.binEntropy` is $h$, written with logarithms of inverses. The `simp only` step unfolds the definitions and turns those logarithms into negatives, and `ring` performs the cancellation.

## Bounds between zero and $T\log 2$

For $0<w<1$ both logarithms in $h(w)$ are positive, so $h(w)>0$, and at the endpoints $h=0$. For the upper bound, use $\log x\le x-1$ for $x>0$. With $0<w<1$,

$$h(w)-\log 2=w\log\frac{1}{2w}+(1-w)\log\frac{1}{2(1-w)}$$

$$\le w\Bigl(\frac{1}{2w}-1\Bigr)+(1-w)\Bigl(\frac{1}{2(1-w)}-1\Bigr)=\frac12-w+\frac12-(1-w)=0 .$$

At the endpoints $h=0\le\log 2$ as well. Multiplying by $T\ge 0$ gives

$$0\le L(w)-F_T(w)\le T\log 2\qquad(0\le w\le 1).$$

```lean
/-- On `[0, 1]` the free energy never exceeds the chord and lies below it
by at most `T log 2`. -/
theorem gap_bounds {T w : ℝ} (E0 E1 : ℝ) (hT : 0 ≤ T) (hw : w ∈ Icc (0 : ℝ) 1) :
    0 ≤ chord E0 E1 w - freeEnergy T E0 E1 w ∧
      chord E0 E1 w - freeEnergy T E0 E1 w ≤ T * Real.log 2 := by
  rw [chord_sub_freeEnergy]
  exact ⟨mul_nonneg hT (Real.binEntropy_nonneg hw.1 hw.2),
    mul_le_mul_of_nonneg_left Real.binEntropy_le_log_two hT⟩
```

The hypothesis `hw : w ∈ Icc (0 : ℝ) 1` says that $w$ lies in the closed interval, and the conclusion joins the two inequalities with `∧`. After the gap has been rewritten as $T\,h(w)$, the proof takes both entropy bounds from Mathlib and multiplies them by the nonnegative temperature.

If $T>0$ and $0<w<1$, both factors of $T\,h(w)$ are positive, hence

$$F_T(w)<L(w).$$

```lean
/-- At positive temperature the free energy is strictly below the chord at every
fractional charge. -/
theorem freeEnergy_lt_chord {T w : ℝ} (E0 E1 : ℝ) (hT : 0 < T) (hw : w ∈ Ioo (0 : ℝ) 1) :
    freeEnergy T E0 E1 w < chord E0 E1 w := by
  have hgap := chord_sub_freeEnergy T E0 E1 w
  have hpos := mul_pos hT (Real.binEntropy_pos hw.1 hw.2)
  linarith
```

Here `Ioo` is the open interval, which leaves out the integer charges where the two curves meet. The proof combines the gap identity with the positivity of the product.

## The largest deviation is at half charge

The bound is attained. At $w=\tfrac12$ the two states are equally likely, and

$$h\bigl(\tfrac12\bigr)=\tfrac12\log 2+\tfrac12\log 2=\log 2,$$

so $L(\tfrac12)-F_T(\tfrac12)=T\log 2$. Together with the upper bound this gives

$$\max_{0\le w\le 1}\bigl(L(w)-F_T(w)\bigr)=T\log 2 .$$

```lean
/-- The largest gap between the chord and the free energy on `[0, 1]` is exactly `T log 2`. -/
theorem isGreatest_gap {T : ℝ} (E0 E1 : ℝ) (hT : 0 ≤ T) :
    IsGreatest ((fun w => chord E0 E1 w - freeEnergy T E0 E1 w) '' Icc (0 : ℝ) 1)
      (T * Real.log 2) := by
  constructor
  · -- the half-charged state attains the bound
    refine ⟨2⁻¹, ⟨by norm_num, by norm_num⟩, ?_⟩
    change chord E0 E1 2⁻¹ - freeEnergy T E0 E1 2⁻¹ = T * Real.log 2
    rw [chord_sub_freeEnergy, Real.binEntropy_two_inv]
  · rintro _ ⟨w, hw, rfl⟩
    exact (gap_bounds E0 E1 hT hw).2
```

The set in the statement is the image of $[0,1]$ under the gap, that is, all the gaps that occur. `IsGreatest` says that $T\log 2$ belongs to this set and that no member exceeds it. The two halves of the proof follow that division: the first supplies `2⁻¹` as the charge, and the second applies `gap_bounds` to an arbitrary charge.

The theorem includes the limiting case $T=0$. The entropy term then vanishes, the free energy is the chord itself, and the only gap that occurs is zero, at every charge.

For calculations that compare an energy with the straight line, this means that in the two-state model with temperature-independent energies, mixing entropy can explain a downward deviation of at most $T\log 2$. A larger deviation needs at least one contribution that this model leaves out.

## One temperature threshold for all charges

Let $\varepsilon>0$ be a tolerance in energy. If $0<T<\varepsilon/\log 2$, then for every $w\in[0,1]$

$$|L(w)-F_T(w)|=L(w)-F_T(w)\le T\log 2<\varepsilon .$$

The threshold $\varepsilon/\log 2$ doesn't depend on $w$, nor on $E_0$ and $E_1$. This is uniform convergence of $F_T$ to $L$ on $[0,1]$ as $T$ tends to zero from above.

```lean
/-- As the temperature tends to zero from above, the free energy converges to the chord
uniformly in the charge on `[0, 1]`. -/
theorem freeEnergy_tendstoUniformlyOn (E0 E1 : ℝ) :
    TendstoUniformlyOn (fun T => freeEnergy T E0 E1) (chord E0 E1)
      (𝓝[>] (0 : ℝ)) (Icc (0 : ℝ) 1) := by
  have hlog : 0 < Real.log 2 := Real.log_pos (by norm_num)
  rw [Metric.tendstoUniformlyOn_iff]
  intro ε hε
  -- one temperature threshold serves all charges
  filter_upwards [Ioo_mem_nhdsGT (div_pos hε hlog)] with T hT w hw
  have hb := gap_bounds E0 E1 hT.1.le hw
  rw [Real.dist_eq, abs_of_nonneg hb.1]
  exact lt_of_le_of_lt hb.2 ((lt_div_iff₀ hlog).mp hT.2)
```

In `TendstoUniformlyOn` the first argument is the family of functions indexed by temperature, and the second is the limit. The filter `𝓝[>] (0 : ℝ)` expresses the approach to zero through positive temperatures, and the last argument is the set of charges.

The proof first turns the statement into its $\varepsilon$ form. The `filter_upwards` line then restricts the temperature to the interval from $0$ to $\varepsilon/\log 2$, and only after that is a charge introduced. This order is what makes the convergence uniform. The lower bound from `gap_bounds` removes the absolute value, and the upper bound finishes the estimate.

## The slope at fractional charge

The chord can be written as $L(w)=E_0+w(E_1-E_0)$, so

$$F_T(w)=E_0+w(E_1-E_0)-T\,h(w).$$

For $0<w<1$ the entropy has the derivative

$$h'(w)=-(\log w+1)+\bigl(\log(1-w)+1\bigr)=\log(1-w)-\log w ,$$

and therefore

$$F_T'(w)=E_1-E_0-T\,h'(w)=E_1-E_0+T\bigl(\log w-\log(1-w)\bigr)=s_T(w).$$

```lean
/-- At fractional charge the derivative of the free energy with respect to the charge is
`E1 - E0 + T (log w - log (1 - w))`. -/
theorem hasDerivAt_freeEnergy {w : ℝ} (T E0 E1 : ℝ) (hw : w ∈ Ioo (0 : ℝ) 1) :
    HasDerivAt (freeEnergy T E0 E1) (chargeSlope T E0 E1 w) w := by
  have hf : freeEnergy T E0 E1 =
      fun x => (E0 + x * (E1 - E0)) - T * Real.binEntropy x := by
    funext x
    have hx := chord_sub_freeEnergy T E0 E1 x
    unfold chord at hx
    linear_combination -hx
  rw [hf]
  have h := (((hasDerivAt_id' w).mul_const (E1 - E0)).const_add E0).fun_sub
    ((Real.hasDerivAt_binEntropy hw.1.ne' hw.2.ne).const_mul T)
  exact h.congr_deriv (by unfold chargeSlope; ring)
```

`HasDerivAt` states that the function is differentiable at $w$ and that its derivative is the given number. The auxiliary equation `hf` is the entropy form of $F_T$ displayed above, obtained from the gap identity. The proof then adds the derivative of the linear part to that of the entropy part, and the last line identifies the result with `chargeSlope`. No sign condition on $T$ is needed.

## Slopes far from $E_1-E_0$ at every positive temperature

The chord has slope $E_1-E_0$. Fix $T>0$ and an energy $B>0$, however large, and look for a fractional charge at which the slope of $F_T$ is smaller than this by at least $B$. Take

$$w=\tfrac12 e^{-B/T}.$$

Because $0<e^{-B/T}<1$, this charge satisfies $0<w<\tfrac12$. Its logarithm is

$$\log w=-\frac BT-\log 2 .$$

Also $1-w>\tfrac12$, so $\log(1-w)\ge-\log 2$. Subtracting,

$$\log w-\log(1-w)\le-\frac BT-\log 2+\log 2=-\frac BT ,$$

and multiplication by $T>0$ gives

$$F_T'(w)\le E_1-E_0-B .$$

```lean
/-- At every positive temperature there is a fractional charge at which the derivative of the
free energy lies below the slope `E1 - E0` of the chord by at least any prescribed `B > 0`. -/
theorem exists_deriv_le {T B : ℝ} (E0 E1 : ℝ) (hT : 0 < T) (hB : 0 < B) :
    ∃ w ∈ Ioo (0 : ℝ) 1, deriv (freeEnergy T E0 E1) w ≤ E1 - E0 - B := by
  have hpos : 0 < Real.exp (-(B / T)) := Real.exp_pos _
  have hlt : Real.exp (-(B / T)) < 1 :=
    Real.exp_lt_one_iff.mpr (neg_lt_zero.mpr (div_pos hB hT))
  -- an exponentially small charge makes the entropic slope as negative as required
  have hw : Real.exp (-(B / T)) / 2 ∈ Ioo (0 : ℝ) 1 := ⟨by linarith, by linarith⟩
  refine ⟨Real.exp (-(B / T)) / 2, hw, ?_⟩
  rw [(hasDerivAt_freeEnergy T E0 E1 hw).deriv]
  have h1 : Real.log (Real.exp (-(B / T)) / 2) = -(B / T) - Real.log 2 := by
    rw [Real.log_div hpos.ne' (by norm_num), Real.log_exp]
  have h2 : -Real.log 2 ≤ Real.log (1 - Real.exp (-(B / T)) / 2) := by
    rw [← Real.log_inv]
    exact Real.log_le_log (by norm_num) (by linarith)
  have h3 : Real.log (Real.exp (-(B / T)) / 2)
      - Real.log (1 - Real.exp (-(B / T)) / 2) ≤ -(B / T) := by
    linarith
  have h4 := mul_le_mul_of_nonneg_left h3 hT.le
  have h5 : T * -(B / T) = -B := by
    field_simp
  unfold chargeSlope
  linarith

end

end FractionalChargeFreeEnergy
```

The statement gives the existence of a charge in the open interval, and the proof supplies the one chosen above. The derivative is first replaced by the slope formula, using `hasDerivAt_freeEnergy`. Then `h1` computes $\log w$, `h2` bounds $\log(1-w)$ from below, and `h3` subtracts them. The step `h4` multiplies by the temperature, and `h5` simplifies $T\cdot(-B/T)$ to $-B$.

The charge in question can be very small. For $B=10\,T$ the one chosen above is $\tfrac12e^{-10}\approx 2.3\times10^{-5}$. By the formula for $s_T(w)$, the slope lies below $E_1-E_0$ by at least $B$ exactly when $0<w\le 1/(1+e^{B/T})$, and for $B=10\,T$ this upper limit is about $4.5\times10^{-5}$. Deviations of that size are therefore confined to a narrow region next to the integer at $w=0$ and, with the opposite sign, to its mirror image next to $w=1$.

Since $B$ is arbitrary, the difference between the two slopes is unbounded on the open interval at every positive temperature. The uniform convergence of the energies thus does not carry over to their slopes. At any one fixed fractional charge the slope does tend to $E_1-E_0$, as one reads off from the formula for $s_T(w)$, where the logarithms stay constant while $T$ goes to zero.

In this two-state model, then, a small thermal error in the energy is no guarantee of a small error in a derivative with respect to charge. The difference matters when an energy difference between charge states is estimated from a slope taken close to an integer.

```lean
#print axioms FractionalChargeFreeEnergy.isGreatest_gap
-- 'FractionalChargeFreeEnergy.isGreatest_gap' depends on axioms: [propext, Classical.choice, Quot.sound]
#print axioms FractionalChargeFreeEnergy.freeEnergy_tendstoUniformlyOn
-- 'FractionalChargeFreeEnergy.freeEnergy_tendstoUniformlyOn' depends on axioms: [propext, Classical.choice, Quot.sound]
#print axioms FractionalChargeFreeEnergy.hasDerivAt_freeEnergy
-- 'FractionalChargeFreeEnergy.hasDerivAt_freeEnergy' depends on axioms: [propext, Classical.choice, Quot.sound]
#print axioms FractionalChargeFreeEnergy.exists_deriv_le
-- 'FractionalChargeFreeEnergy.exists_deriv_le' depends on axioms: [propext, Classical.choice, Quot.sound]
```
